# For a time-independent Hermitian matrix H with energies in a half-open window of width 2π/T (ħ = 1), what is conserved over one period T is conserved at all times

A system observed only at multiples of a period T can hide motion: an operator X may return to itself at every observation and still change in between. To ask when this is impossible, we let a single time-independent Hermitian matrix H generate the evolution at all times, and call X conserved over a time t when it commutes with the propagator for that time. The matrices are complex, with rows and columns labelled by a finite set `n`, and X need not be Hermitian.

```lean
import Mathlib

open Matrix
open scoped Real

namespace StroboscopicSymmetry

noncomputable section

variable {n : Type*} [Fintype n] [DecidableEq n] {H : Matrix n n ℂ}
```

With ħ = 1, the propagator is

U(t) = exp(−itH).

```lean
/-- The propagator `exp(-i t H)` of a time-independent Hamiltonian, with `ħ = 1`. -/
def propagator (H : Matrix n n ℂ) (t : ℝ) : Matrix n n ℂ :=
  NormedSpace.exp ((-(t : ℂ) * Complex.I) • H)
```

## Energies that share a phase

Let E_i be the eigenvalues of H and v_i its orthonormal eigenvectors, the columns of a unitary V. In this basis X has the elements

(V†XV)_ij = ⟨v_i|X|v_j⟩.

In Lean, V is `hH.eigenvectorUnitary`, E_i is `hH.eigenvalues i`, and `star` is the adjoint. The argument `hH` is the hypothesis that H is Hermitian.

```lean
/-- The matrix of `X` in an orthonormal eigenbasis of the Hermitian matrix `H`. -/
def inEigenbasis (hH : H.IsHermitian) (X : Matrix n n ℂ) : Matrix n n ℂ :=
  star (hH.eigenvectorUnitary : Matrix n n ℂ) * X * (hH.eigenvectorUnitary : Matrix n n ℂ)
```

Over one period U(T) sees an energy only modulo 2π/T. This reduced energy is called the quasienergy, a word usually kept for driven systems and used here for a static H. Two different energies are folded together if

(E_i − E_j)T = 2πk for some integer k.

The next definition says that no such pair exists. Degenerate levels are allowed.

```lean
/-- No quasienergy folding at period `T`: two energies whose difference times `T` is an
integer multiple of `2π` are equal. -/
def NoFolding (hH : H.IsHermitian) (T : ℝ) : Prop :=
  ∀ i j, ∀ k : ℤ, (hH.eigenvalues i - hH.eigenvalues j) * T = 2 * π * k →
    hH.eigenvalues i = hH.eigenvalues j
```

## Commuting with a diagonalised matrix

Let D be diagonal with entries d_i, let VW = 1, and put M = WXV. Multiplying X(VDW) = (VDW)X by W on the left and V on the right gives MD = DM, or in elements

(d_i − d_j) M_ij = 0.

So M_ij vanishes whenever d_i ≠ d_j. Conversely, if those elements vanish, then MD = DM, and undoing the change of basis restores the original commutator. The two `calc` blocks carry out these changes of basis; the converse treats d_i = d_j and d_i ≠ d_j separately.

```lean
/-- For `V W = 1`, a matrix `X` commutes with `V D W`, `D` diagonal, exactly when `W X V` has
no elements between different diagonal values of `D`. -/
theorem commute_conj_diagonal_iff {V W : Matrix n n ℂ} (hVW : V * W = 1) (d : n → ℂ)
    (X : Matrix n n ℂ) :
    Commute X (V * diagonal d * W) ↔ ∀ i j, d i ≠ d j → (W * X * V) i j = 0 := by
  have hWV : W * V = 1 := mul_eq_one_comm.mp hVW
  constructor
  · intro h i j hij
    -- pass to the basis in which the second matrix is diagonal
    have hD : W * X * V * diagonal d = diagonal d * (W * X * V) := by
      calc W * X * V * diagonal d = W * X * V * diagonal d * (W * V) := by rw [hWV, mul_one]
        _ = W * (X * (V * diagonal d * W)) * V := by simp only [mul_assoc]
        _ = W * ((V * diagonal d * W) * X) * V := by rw [h.eq]
        _ = (W * V) * diagonal d * (W * X * V) := by simp only [mul_assoc]
        _ = diagonal d * (W * X * V) := by rw [hWV, one_mul]
    have he := congrFun (congrFun hD i) j
    rw [mul_diagonal, diagonal_mul] at he
    have hz : (d i - d j) * (W * X * V) i j = 0 := by linear_combination -he
    exact (mul_eq_zero.mp hz).resolve_left (sub_ne_zero.mpr hij)
  · intro h
    have hD : W * X * V * diagonal d = diagonal d * (W * X * V) := by
      ext i j
      rw [mul_diagonal, diagonal_mul]
      by_cases hij : d i = d j
      · rw [hij, mul_comm]
      · rw [h i j hij, zero_mul, mul_zero]
    calc X * (V * diagonal d * W) = (V * W) * X * (V * diagonal d * W) := by rw [hVW, one_mul]
      _ = V * (W * X * V * diagonal d) * W := by simp only [mul_assoc]
      _ = V * (diagonal d * (W * X * V)) * W := by rw [hD]
      _ = (V * diagonal d * W) * X * (V * W) := by simp only [mul_assoc]
      _ = (V * diagonal d * W) * X := by rw [hVW, mul_one]
```

The spectral theorem puts H in this form:

H = V diag(E_i) V†.

```lean
/-- A Hermitian Hamiltonian is diagonal in its eigenbasis, with the energies as entries. -/
theorem hamiltonian_eq (hH : H.IsHermitian) :
    H = (hH.eigenvectorUnitary : Matrix n n ℂ) * diagonal (fun i => (hH.eigenvalues i : ℂ)) *
      star (hH.eigenvectorUnitary : Matrix n n ℂ) :=
  hH.spectral_theorem.trans (Unitary.conjStarAlgAut_apply _ _)
```

Since (VAV⁻¹)^m = V A^m V⁻¹ for every power m, the exponential series gives

U(t) = V diag(exp(−itE_i)) V†.

In the proof, `h1` writes −itH as a conjugated diagonal matrix, `Matrix.exp_conj` moves the exponential inside, and `h2` evaluates it entry by entry.

```lean
/-- The propagator of a Hermitian Hamiltonian is diagonal in the energy eigenbasis, with the
phases `exp(-i t E)` as entries. -/
theorem propagator_eq (hH : H.IsHermitian) (t : ℝ) :
    propagator H t = (hH.eigenvectorUnitary : Matrix n n ℂ) *
      diagonal (fun i => Complex.exp (-(t : ℂ) * Complex.I * (hH.eigenvalues i : ℂ))) *
      star (hH.eigenvectorUnitary : Matrix n n ℂ) := by
  have hV := mem_unitaryGroup_iff.mp hH.eigenvectorUnitary.2
  have hinv := inv_eq_right_inv hV
  have hu : IsUnit (hH.eigenvectorUnitary : Matrix n n ℂ) :=
    ⟨⟨_, _, hV, mul_eq_one_comm.mp hV⟩, rfl⟩
  have h1 : (-(t : ℂ) * Complex.I) • H = (hH.eigenvectorUnitary : Matrix n n ℂ) *
      diagonal ((-(t : ℂ) * Complex.I) • fun i => (hH.eigenvalues i : ℂ)) *
      (hH.eigenvectorUnitary : Matrix n n ℂ)⁻¹ := by
    rw [hinv, diagonal_smul, Matrix.mul_smul, Matrix.smul_mul, ← hamiltonian_eq hH]
  have h2 : NormedSpace.exp ((-(t : ℂ) * Complex.I) • fun i => (hH.eigenvalues i : ℂ)) =
      fun i => Complex.exp (-(t : ℂ) * Complex.I * (hH.eigenvalues i : ℂ)) := by
    ext i
    rw [Pi.coe_exp, ← Complex.exp_eq_exp_ℂ]
    rfl
  rw [propagator, h1, Matrix.exp_conj _ _ hu, Matrix.exp_diagonal, hinv, h2]
```

For real x and y, the phases exp(−iTx) and exp(−iTy) agree exactly when −iTx = −iTy + 2πim for some integer m. Dividing by −i gives

(x − y)T = −2πm,

which is the folding condition with k = −m. This change of sign is the `-k` in both directions of the proof.

```lean
/-- Two energies acquire the same phase in time `T` exactly when their difference times `T` is
an integer multiple of `2π`. -/
theorem phase_eq_iff (T x y : ℝ) :
    Complex.exp (-(T : ℂ) * Complex.I * x) = Complex.exp (-(T : ℂ) * Complex.I * y) ↔
      ∃ k : ℤ, (x - y) * T = 2 * π * k := by
  rw [Complex.exp_eq_exp_iff_exists_int]
  constructor
  · rintro ⟨k, hk⟩
    refine ⟨-k, ?_⟩
    have hc : ((x : ℂ) - y) * T = 2 * π * ((-k : ℤ) : ℂ) := by
      push_cast
      linear_combination Complex.I * hk + (((x : ℂ) - y) * T + 2 * π * k) * Complex.I_sq
    exact_mod_cast hc
  · rintro ⟨k, hk⟩
    have hc : ((x : ℂ) - y) * T = 2 * π * (k : ℂ) := by exact_mod_cast hk
    refine ⟨-k, ?_⟩
    push_cast
    linear_combination (-Complex.I) * hc
```

## Two selection rules

Taking d_i = E_i, we find that X commutes with H exactly when

⟨v_i|X|v_j⟩ = 0 whenever E_i ≠ E_j.

```lean
/-- Selection rule for a conserved quantity: `X` commutes with a Hermitian `H` exactly when it
has no matrix elements between eigenstates of different energy. -/
theorem commute_hamiltonian_iff (hH : H.IsHermitian) (X : Matrix n n ℂ) :
    Commute X H ↔
      ∀ i j, hH.eigenvalues i ≠ hH.eigenvalues j → inEigenbasis hH X i j = 0 := by
  have h := commute_conj_diagonal_iff (mem_unitaryGroup_iff.mp hH.eigenvectorUnitary.2)
    (fun i => (hH.eigenvalues i : ℂ)) X
  rw [← hamiltonian_eq hH] at h
  simpa only [ne_eq, Complex.ofReal_inj, inEigenbasis] using h
```

Taking d_i = exp(−itE_i) instead, X commutes with U(t) exactly when its elements vanish between levels with different phases. By the phase criterion, these are the pairs for which (E_i − E_j)t is not an integer multiple of 2π.

```lean
/-- Stroboscopic selection rule: `X` commutes with the propagator over time `t` exactly when it
has no matrix elements between eigenstates that acquire different phases. -/
theorem commute_propagator_iff (hH : H.IsHermitian) (t : ℝ) (X : Matrix n n ℂ) :
    Commute X (propagator H t) ↔
      ∀ i j, (¬ ∃ k : ℤ, (hH.eigenvalues i - hH.eigenvalues j) * t = 2 * π * k) →
        inEigenbasis hH X i j = 0 := by
  rw [propagator_eq hH,
    commute_conj_diagonal_iff (mem_unitaryGroup_iff.mp hH.eigenvectorUnitary.2)]
  simp only [ne_eq, phase_eq_iff]
  rfl
```

The second rule, at t = T, is weaker only for folded pairs. Without folding, every pair with E_i ≠ E_j also has different phases, so commuting with U(T) implies commuting with H. If levels i and j are folded, the transition operator

X = |v_i⟩⟨v_j|

has a single nonzero element in the eigenbasis. It connects equal phases but different energies, so X commutes with U(T) and not with H. Lean builds this operator from `Matrix.single i j 1`; `hX` computes its elements, and `h0` gives the contradiction 1 = 0.

```lean
/-- For Hermitian `H`, every matrix conserved over one period `T` commutes with `H` if and only
if there is no quasienergy folding at that period. -/
theorem stroboscopic_iff_noFolding (hH : H.IsHermitian) (T : ℝ) :
    (∀ X, Commute X (propagator H T) → Commute X H) ↔ NoFolding hH T := by
  constructor
  · intro h i j k hk
    by_contra hne
    -- the transition operator between two folded levels is conserved only stroboscopically
    have hV := mem_unitaryGroup_iff.mp hH.eigenvectorUnitary.2
    have hV' := mul_eq_one_comm.mp hV
    have hX : inEigenbasis hH ((hH.eigenvectorUnitary : Matrix n n ℂ) * Matrix.single i j 1 *
        star (hH.eigenvectorUnitary : Matrix n n ℂ)) = Matrix.single i j 1 := by
      calc _ = (star (hH.eigenvectorUnitary : Matrix n n ℂ) *
              (hH.eigenvectorUnitary : Matrix n n ℂ)) * Matrix.single i j 1 *
            (star (hH.eigenvectorUnitary : Matrix n n ℂ) *
              (hH.eigenvectorUnitary : Matrix n n ℂ)) := by
              simp only [inEigenbasis, mul_assoc]
        _ = _ := by rw [hV', one_mul, mul_one]
    have h0 := (commute_hamiltonian_iff hH _).1 (h _ ((commute_propagator_iff hH T _).2 (by
      intro p q hpq
      rw [hX, Matrix.single_apply, if_neg]
      rintro ⟨rfl, rfl⟩
      exact hpq ⟨k, hk⟩))) i j hne
    rw [hX, Matrix.single_apply, if_pos ⟨rfl, rfl⟩] at h0
    exact one_ne_zero h0
  · intro h X hX
    refine (commute_hamiltonian_iff hH X).2 fun i j hij => ?_
    exact (commute_propagator_iff hH T X).1 hX i j fun ⟨k, hk⟩ => hij (h i j k hk)
```

As an example, take energies 0, 1 and 4 with T = π/2. The phases after one period are 1, −i and 1, so the first and third levels are folded. The operator X = |v_1⟩⟨v_3| + |v_3⟩⟨v_1| commutes with U(T), but at half the period the phases of these levels are 1 and −1, and U†XU = −X. With observations every π/4, the window has width 8 and holds all three energies, and X is no longer conserved over one period.

## One window excludes folding

Suppose T > 0 and every energy satisfies

a ≤ E_i and (E_i − a)T < 2π.

This is the window [a, a + 2π/T), written without division. Both (E_i − a)T and (E_j − a)T lie in [0, 2π), so their difference 2πk lies strictly between −2π and 2π. Hence k = 0, and T ≠ 0 gives E_i = E_j. The preceding equivalence then shows that X commutes with H. Equal energies have equal phases at every t, so the selection rules also give commutation with every U(t).

At T = 0 the upper condition would hold for any energies and U(0) = 1 would commute with everything, so that value has to be excluded.

```lean
/-- If `T > 0` and all energies of a Hermitian `H` lie in a half-open window of width `2π/T`,
then a matrix conserved over one period `T` commutes with `H` and is conserved at all times. -/
theorem stroboscopic_symmetry (hH : H.IsHermitian) {T a : ℝ} (hT : 0 < T)
    (hE : ∀ i, a ≤ hH.eigenvalues i ∧ (hH.eigenvalues i - a) * T < 2 * π)
    {X : Matrix n n ℂ} (hX : Commute X (propagator H T)) :
    Commute X H ∧ ∀ t, Commute X (propagator H t) := by
  have hfold : NoFolding hH T := by
    intro i j k hk
    have hi := mul_nonneg (sub_nonneg.2 (hE i).1) hT.le
    have hj := mul_nonneg (sub_nonneg.2 (hE j).1) hT.le
    have hp : (0 : ℝ) ≤ 2 * π := by positivity
    -- the folding integer lies strictly between -1 and 1
    have h1 : (k : ℝ) < 1 := lt_of_mul_lt_mul_left (by linarith [(hE i).2]) hp
    have h2 : (-1 : ℝ) < k := lt_of_mul_lt_mul_left (by linarith [(hE j).2]) hp
    have h1' : k < 1 := by exact_mod_cast h1
    have h2' : -1 < k := by exact_mod_cast h2
    have hk0 : k = 0 := by omega
    rw [hk0, Int.cast_zero, mul_zero] at hk
    exact sub_eq_zero.mp ((mul_eq_zero.mp hk).resolve_right hT.ne')
  have hXH := (stroboscopic_iff_noFolding hH T).2 hfold X hX
  refine ⟨hXH, fun t => (commute_propagator_iff hH t X).2 fun i j hij => ?_⟩
  exact (commute_hamiltonian_iff hH X).1 hXH i j fun h => hij ⟨0, by simp [h]⟩
```

For a = 0 and T = 1 the window is [0, 2π), which Lean writes as `Set.Ico 0 (2 * π)`.

```lean
/-- If all eigenvalues of a Hermitian `H` lie in `[0, 2π)`, a matrix that commutes with
`exp(-iH)` commutes with `H`. -/
theorem commute_of_commute_exp (hH : H.IsHermitian)
    (hE : ∀ i, hH.eigenvalues i ∈ Set.Ico 0 (2 * π)) {X : Matrix n n ℂ}
    (hX : Commute X (NormedSpace.exp ((-Complex.I) • H))) : Commute X H := by
  have h1 : propagator H 1 = NormedSpace.exp ((-Complex.I) • H) := by simp [propagator]
  refine (stroboscopic_symmetry hH (T := 1) (a := 0) one_pos (fun i => ?_) (h1 ▸ hX)).1
  exact ⟨(hE i).1, by linarith [(hE i).2]⟩
```

The upper endpoint has to stay out. For H = diag(0, 2π), both phases at t = 1 equal 1, so U(1) is the identity and commutes with the spin flip X = σ_x. But

(XH)_01 = 2π and (HX)_01 = 0,

with rows and columns numbered from 0. The proof compares this same element.

```lean
/-- For the two-level Hamiltonian with energies `0` and `2π`, the spin flip commutes with the
propagator over unit time but not with the Hamiltonian. -/
theorem folded_spin_flip :
    Commute !![0, 1; 1, 0] (propagator (diagonal ![0, 2 * (π : ℂ)]) 1) ∧
      ¬ Commute !![0, 1; 1, 0] (diagonal ![0, 2 * (π : ℂ)]) := by
  constructor
  · -- both levels return to phase one
    have hv : NormedSpace.exp ((-((1 : ℝ) : ℂ) * Complex.I) • ![0, 2 * (π : ℂ)]) =
        fun _ => (1 : ℂ) := by
      ext i
      rw [Pi.coe_exp, ← Complex.exp_eq_exp_ℂ]
      fin_cases i
      · simp
      · change Complex.exp ((-((1 : ℝ) : ℂ) * Complex.I) * (2 * (π : ℂ))) = 1
        have h : (-((1 : ℝ) : ℂ) * Complex.I) * (2 * (π : ℂ)) = -(2 * π * Complex.I) := by
          push_cast
          ring
        rw [h, Complex.exp_neg, Complex.exp_two_pi_mul_I, inv_one]
    rw [propagator, ← diagonal_smul, Matrix.exp_diagonal, hv, diagonal_one]
    exact Commute.one_right _
  · intro h
    have he := congrFun (congrFun h.eq 0) 1
    rw [mul_diagonal, diagonal_mul] at he
    simp [Real.pi_ne_zero] at he

end

end StroboscopicSymmetry
```

```lean
#print axioms StroboscopicSymmetry.stroboscopic_symmetry
#print axioms StroboscopicSymmetry.commute_of_commute_exp
#print axioms StroboscopicSymmetry.folded_spin_flip
```

```
'StroboscopicSymmetry.stroboscopic_symmetry' depends on axioms: [propext, Classical.choice, Quot.sound]
'StroboscopicSymmetry.commute_of_commute_exp' depends on axioms: [propext, Classical.choice, Quot.sound]
'StroboscopicSymmetry.folded_spin_flip' depends on axioms: [propext, Classical.choice, Quot.sound]
```

## Extracting an effective Hamiltonian

One way to do a Floquet calculation on a finite basis is to diagonalise the one-period propagator, with eigenvalues λ_j, and set

E_j = −arg(λ_j)/T, with −π < arg(λ_j) ≤ π.

These energies lie in [−π/T, π/T), the window with a = −π/T, so the effective Hamiltonian built from them and an orthonormal eigenbasis commutes with every matrix that commutes with the one-period propagator. For a driven system, the step from there to conservation within the period is missing: the true evolution between observations is generally not exp(−itH) with this effective H.
